# In scaled units, a free particle on a flux-threaded ring has the energies $(n-a)^2$, a set that repeats with each flux quantum

A wavefunction on the ring is represented here by a function $\psi:\mathbb R\to\mathbb C$ of the angle $\theta$ with $\psi(\theta+2\pi)=\psi(\theta)$, and the spectrum is the set of complex numbers $E$ for which a nonzero, twice continuously differentiable $\psi$ of this kind solves the eigenvalue equation. No Hilbert space or self-adjoint operator is constructed, so the reality of $E$ is a result and not an input.

The particle has charge $q$ and mass $M$ and moves on a circle of radius $R$ around a magnetic flux $\Phi$. Energies are measured in units of $\hbar^2/(2MR^2)$, and $a=q\Phi/h$ is the flux in units of the flux quantum $h/q$. There is no scalar potential, disorder, spin or interaction. The label $n$ in the title runs over all integers.

```lean
import Mathlib

open Complex

namespace AharonovBohmRing

noncomputable section
```

## The Hamiltonian and its spectrum

The vector potential enters through the covariant derivative

$$D_a\psi=\psi'-ia\psi .$$

In Lean, `covDeriv a ψ` is again a function on the line, so it can be applied twice. The flux `a` is a real number that does not depend on $\theta$: the gauge is chosen so that the tangential component of the vector potential is constant around the ring.

```lean
/-- The gauge-covariant derivative `d/dθ - i a` on a ring threaded by flux `a`. -/
def covDeriv (a : ℝ) (ψ : ℝ → ℂ) : ℝ → ℂ := fun θ => deriv ψ θ - I * a * ψ θ
```

The kinetic energy is $H_a=-D_a^2$.

```lean
/-- The ring Hamiltonian `-(d/dθ - i a)²`. -/
def ringHamiltonian (a : ℝ) (ψ : ℝ → ℂ) : ℝ → ℂ :=
  fun θ => -covDeriv a (covDeriv a ψ) θ
```

The set `ringSpectrum a` collects the eigenvalues. Besides solving the eigenvalue equation, $\psi$ must be twice continuously differentiable, single-valued on the ring and not identically zero. As a set, it records which energies occur but not their degeneracies.

```lean
/-- The energies `E` for which the ring Hamiltonian has a nonzero, twice continuously
differentiable eigenfunction of period `2π`. -/
def ringSpectrum (a : ℝ) : Set ℂ :=
  {E | ∃ ψ : ℝ → ℂ, ContDiff ℝ 2 ψ ∧ Function.Periodic ψ (2 * Real.pi) ∧ ψ ≠ 0 ∧
    ∀ θ, ringHamiltonian a ψ θ = E * ψ θ}
```

## Exponentials and smoothness

Let $e_\kappa(\theta)=e^{i\kappa\theta}$. The wave number $\kappa$ may be complex, because at first nothing forces it to be real. The chain rule gives $e_\kappa'=i\kappa e_\kappa$.

```lean
/-- The exponential `exp(i κ θ)` with complex wave number `κ`. -/
def planeWave (κ : ℂ) : ℝ → ℂ := fun θ => exp (I * κ * θ)

/-- The derivative of `exp(i κ θ)` is `i κ exp(i κ θ)`. -/
theorem hasDerivAt_planeWave (κ : ℂ) (θ : ℝ) :
    HasDerivAt (planeWave κ) (I * κ * planeWave κ θ) θ := by
  have h : HasDerivAt (fun t : ℝ => I * κ * (t : ℂ)) (I * κ) θ :=
    ((hasDerivAt_id θ).ofReal_comp.const_mul (I * κ)).congr_deriv (by simp)
  exact h.cexp.congr_deriv (mul_comm _ _)
```

If $\psi$ is $C^2$, then $\psi'$ is differentiable, and so is $D_a\psi=\psi'-ia\psi$. This matters in Lean because `deriv` returns zero where a function has no derivative; with differentiability established, the second covariant derivative is the true one.

```lean
/-- A twice continuously differentiable wavefunction is differentiable, and so is its
covariant derivative. -/
theorem differentiable_covDeriv (a : ℝ) {ψ : ℝ → ℂ} (h : ContDiff ℝ 2 ψ) :
    Differentiable ℝ ψ ∧ Differentiable ℝ (covDeriv a ψ) := by
  have h2 : ContDiff ℝ (1 + 1) ψ := by
    rw [one_add_one_eq_two]
    exact h
  have h3 := contDiff_succ_iff_deriv.1 h2
  have h4 : Differentiable ℝ (deriv ψ) := h3.2.2.differentiable (by simp)
  exact ⟨h3.1, h4.sub (h3.1.const_mul (I * a))⟩
```

## Periodicity makes the wave number an integer

Suppose $f'=i\kappa f$, with $f$ nonzero and of period $2\pi$. Then

$$\left(e^{-i\kappa\theta}f\right)'=-i\kappa e^{-i\kappa\theta}f+e^{-i\kappa\theta}\,i\kappa f=0,$$

so $e^{-i\kappa\theta}f(\theta)=f(0)$ for all $\theta$. If $f(0)$ were zero, $f$ would vanish everywhere; hence $f(0)\neq0$. At $\theta=2\pi$, periodicity gives $e^{-2\pi i\kappa}f(0)=f(0)$, and therefore $e^{-2\pi i\kappa}=1$. This means $-2\pi i\kappa=2\pi i n$ for some integer $n$, so $\kappa=-n$ is an integer.

In the proof, `hg` is the vanishing derivative, `key` the constancy, and `he` the condition on the phase after one turn.

```lean
/-- A nonzero solution of `f' = i κ f` that has period `2π` has an integer wave number `κ`. -/
theorem waveNumber_quantized {κ : ℂ} {f : ℝ → ℂ}
    (hf : ∀ θ, HasDerivAt f (I * κ * f θ) θ)
    (hper : Function.Periodic f (2 * Real.pi)) (hne : f ≠ 0) : ∃ n : ℤ, κ = n := by
  -- removing the phase leaves a constant
  have hg : ∀ θ, HasDerivAt (fun t : ℝ => planeWave (-κ) t * f t) 0 θ := fun θ =>
    ((hasDerivAt_planeWave (-κ) θ).fun_mul (hf θ)).congr_deriv (by ring)
  have key : ∀ θ, planeWave (-κ) θ * f θ = f 0 := by
    intro θ
    have hc : planeWave (-κ) θ * f θ = planeWave (-κ) 0 * f 0 :=
      is_const_of_deriv_eq_zero (fun t => (hg t).differentiableAt) (fun t => (hg t).deriv) θ 0
    have h1 : planeWave (-κ) 0 = 1 := by simp [planeWave]
    rw [hc, h1, one_mul]
  have h0 : f 0 ≠ 0 := by
    intro h0
    apply hne
    funext θ
    have h := key θ
    rw [h0] at h
    exact (mul_eq_zero.1 h).resolve_left (exp_ne_zero _)
  -- going once around the ring must return the same phase
  have hp := hper 0
  rw [zero_add] at hp
  have hk := key (2 * Real.pi)
  rw [hp] at hk
  have he : exp (I * (-κ) * ((2 * Real.pi : ℝ) : ℂ)) = 1 :=
    mul_right_cancel₀ h0 (hk.trans (one_mul _).symm)
  obtain ⟨n, hn⟩ := exp_eq_one_iff.1 he
  refine ⟨-n, mul_left_cancel₀ two_pi_I_ne_zero ?_⟩
  push_cast at hn ⊢
  linear_combination -hn
```

## Plane waves are eigenfunctions

One covariant derivative gives $D_ae_\kappa=i(\kappa-a)e_\kappa$. A second gives

$$H_ae_\kappa=-\bigl(i(\kappa-a)\bigr)^2e_\kappa=(\kappa-a)^2e_\kappa .$$

This holds for every complex $\kappa$; periodicity plays no part yet.

```lean
/-- The wave `exp(i κ θ)` satisfies the eigenvalue equation of the ring Hamiltonian with
energy `(κ - a)²`. -/
theorem ringHamiltonian_planeWave (a : ℝ) (κ : ℂ) (θ : ℝ) :
    ringHamiltonian a (planeWave κ) θ = (κ - a) ^ 2 * planeWave κ θ := by
  have h1 : covDeriv a (planeWave κ) = fun t => I * (κ - a) * planeWave κ t := by
    funext t
    simp only [covDeriv, (hasDerivAt_planeWave κ t).deriv]
    ring
  have h2 : HasDerivAt (fun t => I * (κ - a) * planeWave κ t)
      (I * (κ - a) * (I * κ * planeWave κ θ)) θ :=
    (hasDerivAt_planeWave κ θ).const_mul _
  unfold ringHamiltonian
  rw [h1]
  simp only [covDeriv, h2.deriv]
  linear_combination (-(κ - a) ^ 2 * planeWave κ θ) * I_sq
```

## Factoring the eigenvalue equation

Let $\psi$ be an admissible eigenfunction with energy $E$, and choose a complex $k$ with $k^2=E$. Define

$$\varphi=D_a\psi+ik\psi .$$

Every differentiable $f$ satisfies $f'=D_af+iaf$, which is `hd` in the proof. Applying this to both terms, and using $D_a^2\psi=-E\psi=-k^2\psi$,

$$\begin{aligned}
\varphi'&=D_a^2\psi+iaD_a\psi+ik\left(D_a\psi+ia\psi\right)\\
&=i(a+k)D_a\psi-k(a+k)\psi=i(a+k)\varphi .
\end{aligned}$$

There are two cases.

- If $\varphi=0$, then $D_a\psi=-ik\psi$, so $\psi'=i(a-k)\psi$. The quantization lemma applied to $\psi$ gives $a-k=n$, and $E=k^2=(n-a)^2$.
- If $\varphi\neq0$, then $\varphi$ is periodic, because $\psi$ and hence $\psi'$ are. The lemma applied to $\varphi$ gives $a+k=n$, and again $E=(n-a)^2$.

The value $E=0$ needs no separate treatment, since the argument never uses $k\neq0$. Conversely, for each integer $n$ the wave $e_n$ is smooth, nonzero and $2\pi$-periodic, and it has energy $(n-a)^2$.

The theorem states this equivalence for every real `a` and complex `E`. The tactic `by_cases hz` separates the two cases, and the `linear_combination` lines check the algebra.

```lean
/-- A complex number `E` is an energy of the ring with flux `a` if and only if
`E = (n - a)²` for some integer `n`. -/
theorem mem_ringSpectrum_iff (a : ℝ) (E : ℂ) :
    E ∈ ringSpectrum a ↔ ∃ n : ℤ, E = ((n : ℂ) - a) ^ 2 := by
  constructor
  · rintro ⟨ψ, hC, hper, hne, hH⟩
    obtain ⟨k, hk⟩ := IsAlgClosed.exists_pow_nat_eq E (n := 2) (by norm_num)
    obtain ⟨d1, d2⟩ := differentiable_covDeriv a hC
    have hd : ∀ f : ℝ → ℂ, Differentiable ℝ f → ∀ θ,
        HasDerivAt f (covDeriv a f θ + I * a * f θ) θ := fun f hf θ =>
      (hf θ).hasDerivAt.congr_deriv (by unfold covDeriv; ring)
    -- factor the second-order equation into two first-order ones
    have hφ : ∀ θ, HasDerivAt (fun t => covDeriv a ψ t + I * k * ψ t)
        (I * (a + k) * (covDeriv a ψ θ + I * k * ψ θ)) θ := by
      intro θ
      have hE : -covDeriv a (covDeriv a ψ) θ = E * ψ θ := hH θ
      refine ((hd _ d2 θ).fun_add ((hd _ d1 θ).const_mul (I * k))).congr_deriv ?_
      linear_combination -hE + ψ θ * hk - k ^ 2 * ψ θ * I_sq
    by_cases hz : (fun t => covDeriv a ψ t + I * k * ψ t) = 0
    · have hψ : ∀ θ, HasDerivAt ψ (I * (a - k) * ψ θ) θ := by
        intro θ
        have h : covDeriv a ψ θ + I * k * ψ θ = 0 := congrFun hz θ
        exact (hd _ d1 θ).congr_deriv (by linear_combination h)
      obtain ⟨n, hn⟩ := waveNumber_quantized hψ hper hne
      exact ⟨n, by linear_combination -hk - (k + a - n) * hn⟩
    · have hφper : Function.Periodic (fun t => covDeriv a ψ t + I * k * ψ t)
          (2 * Real.pi) := by
        intro θ
        have h : (fun t => ψ (t + 2 * Real.pi)) = ψ := funext hper
        have e : deriv (fun t => ψ (t + 2 * Real.pi)) θ = deriv ψ (θ + 2 * Real.pi) := by
          rw [deriv_comp_add_const]
        rw [h] at e
        simp only [covDeriv, ← e, hper θ]
      obtain ⟨n, hn⟩ := waveNumber_quantized hφ hφper hz
      exact ⟨n, by linear_combination -hk + (k + n - a) * hn⟩
  · rintro ⟨n, rfl⟩
    refine ⟨planeWave n, ?_, ?_, ?_, ringHamiltonian_planeWave a n⟩
    · have h : ContDiff ℝ 2 (fun t : ℝ => I * (n : ℂ) * (t : ℂ)) :=
        contDiff_const.mul ofRealCLM.contDiff
      exact h.cexp
    · intro θ
      have h : I * (n : ℂ) * ((θ + 2 * Real.pi : ℝ) : ℂ)
          = I * n * θ + n * (2 * Real.pi * I) := by
        push_cast
        ring
      unfold planeWave
      rw [h, exp_add, exp_eq_one_iff.2 ⟨n, rfl⟩, mul_one]
    · intro h
      exact exp_ne_zero _ (congrFun h 0)
```

## A whole flux quantum can be gauged away

For an integer $m$ and differentiable $f$,

$$D_{a+m}(e_mf)=e_m\left(imf+f'-i(a+m)f\right)=e_mD_af .$$

Using this twice gives $H_{a+m}(e_m\psi)=e_mH_a\psi$. Since $m$ is an integer, $e_m$ is single-valued on the ring, so multiplication by it preserves periodicity. The theorem records the pointwise identity for $C^2$ functions; the spectral comparison below relies on the explicit levels instead.

```lean
/-- Multiplying a twice continuously differentiable wavefunction by `exp(i m θ)`, with `m` an
integer, turns the action of the Hamiltonian at flux `a` into that at flux `a + m`. -/
theorem ringHamiltonian_gauge (a : ℝ) (m : ℤ) {ψ : ℝ → ℂ} (hC : ContDiff ℝ 2 ψ) (θ : ℝ) :
    ringHamiltonian (a + m) (fun t => planeWave m t * ψ t) θ
      = planeWave m θ * ringHamiltonian a ψ θ := by
  have hg : ∀ f : ℝ → ℂ, Differentiable ℝ f →
      covDeriv (a + m) (fun t => planeWave m t * f t)
        = fun t => planeWave m t * covDeriv a f t := by
    intro f hf
    funext t
    have h := (hasDerivAt_planeWave m t).fun_mul (hf t).hasDerivAt
    simp only [covDeriv, h.deriv]
    push_cast
    ring
  obtain ⟨d1, d2⟩ := differentiable_covDeriv a hC
  unfold ringHamiltonian
  rw [hg _ d1, hg _ d2]
  ring
```

## Which fluxes share a spectrum

Suppose fluxes $a$ and $b$ have the same spectrum. The level $n=0$ at flux $b$ is $b^2$, so $b^2=(n-a)^2$ for some integer $n$. Both sides are squares of real numbers, hence $b=n-a$ or $b=a-n$.

Conversely, if $b=a+n$, then $(m-a)^2=(m+n-b)^2$, and if $b=n-a$, then $(m-a)^2=(n-m-b)^2$. In each case relabelling the integers matches the two sets of levels. Besides the period, the classification contains the reflection $a\mapsto-a$, which reverses the magnetic flux.

```lean
/-- Two fluxes `a` and `b` give the same ring spectrum exactly when `b - a` or `b + a` is an
integer. -/
theorem ringSpectrum_eq_iff (a b : ℝ) :
    ringSpectrum a = ringSpectrum b ↔ ∃ n : ℤ, b = a + n ∨ b = n - a := by
  constructor
  · intro h
    -- the level `b²` must occur at flux `a`
    have hb : (((0 : ℤ) : ℂ) - b) ^ 2 ∈ ringSpectrum b :=
      (mem_ringSpectrum_iff b _).2 ⟨0, rfl⟩
    rw [← h, mem_ringSpectrum_iff] at hb
    obtain ⟨n, hn⟩ := hb
    have hr : b ^ 2 = ((n : ℝ) - a) ^ 2 := by
      apply ofReal_injective
      push_cast at hn ⊢
      linear_combination hn
    rcases sq_eq_sq_iff_eq_or_eq_neg.1 hr with h1 | h1
    · exact ⟨n, Or.inr h1⟩
    · exact ⟨-n, Or.inl (by push_cast; linarith)⟩
  · rintro ⟨n, rfl | rfl⟩
    · ext E
      rw [mem_ringSpectrum_iff, mem_ringSpectrum_iff]
      constructor
      · rintro ⟨m, rfl⟩
        exact ⟨m + n, by push_cast; ring⟩
      · rintro ⟨m, rfl⟩
        exact ⟨m - n, by push_cast; ring⟩
    · ext E
      rw [mem_ringSpectrum_iff, mem_ringSpectrum_iff]
      constructor
      · rintro ⟨m, rfl⟩
        exact ⟨n - m, by push_cast; ring⟩
      · rintro ⟨m, rfl⟩
        exact ⟨n - m, by push_cast; ring⟩
```

Taking $b=a+1$ gives the flux period. For this non-interacting, one-dimensional ring, the available energies therefore depend on the flux only modulo one flux quantum. Within a period they do change with the flux, even though the magnetic field need not touch the ring. This is the spectral side of Aharonov–Bohm physics; interference and scattering are not treated.

```lean
/-- The ring spectrum is unchanged when the flux `a` is increased by one. -/
theorem ringSpectrum_add_one (a : ℝ) : ringSpectrum (a + 1) = ringSpectrum a :=
  ((ringSpectrum_eq_iff a (a + 1)).2 ⟨1, Or.inl (by simp)⟩).symm

end

end AharonovBohmRing
```

```lean
#print axioms AharonovBohmRing.mem_ringSpectrum_iff
#print axioms AharonovBohmRing.ringHamiltonian_gauge
#print axioms AharonovBohmRing.ringSpectrum_add_one
```

```
'AharonovBohmRing.mem_ringSpectrum_iff' depends on axioms: [propext, Classical.choice, Quot.sound]
'AharonovBohmRing.ringHamiltonian_gauge' depends on axioms: [propext, Classical.choice, Quot.sound]
'AharonovBohmRing.ringSpectrum_add_one' depends on axioms: [propext, Classical.choice, Quot.sound]
```

## The flux period in a truncated basis

In the basis of the waves $e_n$ the Hamiltonian of this ring is diagonal, with entries $(n-a)^2$. Suppose a calculation keeps only the waves with $-N\le n\le N$, whatever the flux. This fixed window breaks the exact period: raising $a$ by one at fixed cutoff gives the levels that the window $-N-1\le n\le N-1$ would give at the original flux. One level is lost at one edge and another gained at the other. Shifting the window along with $a$ restores the period, and with a fixed window the low levels still agree as long as their labels stay well inside it.
